# Embedding curvature sets the difference between transverse and shear stiffness at a symmetric embedded-atom site

An atom has finitely many neighbours at $X_a\in\mathbb R^3$. A uniform Lagrangian strain $\eta$ gives squared bond lengths $s_a=|X_a|^2+2X_a\cdot\eta X_a$, and the energy of the atom is
$$E=\tfrac12\sum_a\phi(s_a)+F(\rho),\qquad \rho=\sum_a f(s_a).$$
Write $S_{ij}=\sum_a f'(s_a)X_{a,i}X_{a,j}$. If $S_{ij}=0$ and $S_{ii}=S_{jj}$, and $\phi$, $f$ and $F$ are twice continuously differentiable near the arguments at which they are evaluated, then
$$E_{ii,jj}-E_{ij,ij}=F''(\rho)\,(2S_{ii})^2 .$$
Here $E_{ij,kl}$ is the second derivative of $E$ along the unit strains $(i,j)$ and $(k,l)$; for $i\ne j$ the unit strain is a shear with $\eta_{ij}=\eta_{ji}=\tfrac12$. For $i\ne j$, we call $E_{ii,jj}$ the transverse stiffness and $E_{ij,ij}$ the shear stiffness. For a fitted potential at such a site under unrelaxed uniform Lagrangian strain, the pair term therefore cannot contribute to this difference, and the sign of the difference is that of $F''$ whenever $S_{ii}\neq0$.

## All bonds follow one uniform strain

Physically, the neighbours move with the strain and do not relax separately. By hand, this makes $s_a$ affine in the Lagrangian strain $\eta$, with slope $2Q_B(X_a)$ along a strain $B$, where $Q_B(x)=x\cdot Bx$. With internal relaxation, the stiffness acquires further terms and the formula can fail. It can also fail if one differentiates with respect to the linear strain $\varepsilon$ of a deformation $x\mapsto(1+\varepsilon)x$ instead: the squared length then has the further term $|\varepsilon X_a|^2$, and at nonzero stress the pair term can enter the difference.

```lean
import Mathlib

open Filter Topology

namespace EmbeddedAtomCauchy

noncomputable section

/-- A real three-by-three matrix, used as a Lagrangian strain. -/
abbrev Strain := Matrix (Fin 3) (Fin 3) ℝ

/-- The quadratic form of a strain, evaluated on a bond vector. -/
def strainForm (η : Strain) (x : Fin 3 → ℝ) : ℝ := ∑ k, ∑ l, η k l * (x k * x l)

/-- The squared length of the bond `x` after the strain `η`. -/
def sqLen (η : Strain) (x : Fin 3 → ℝ) : ℝ := (∑ k, x k ^ 2) + 2 * strainForm η x

/-- The unit strain along the axes `i` and `j`: a stretch if `i = j`, and otherwise a shear
of unit engineering strain. -/
def unitStrain (i j : Fin 3) : Strain := Matrix.of fun k l =>
  ((if k = i ∧ l = j then 1 else 0) + (if k = j ∧ l = i then 1 else 0)) / 2
```

`Strain` allows any real matrix, but only its symmetric part enters `strainForm`. For $i\ne j$, `unitStrain i j` has both off-diagonal entries equal to $1/2$. This is unit engineering shear, with $Q(x)=x_ix_j$.

```lean
variable {ι : Type*} [Fintype ι]

/-- The host density at the central atom, summed over its neighbours. -/
def density (f : ℝ → ℝ) (X : ι → Fin 3 → ℝ) (η : Strain) : ℝ := ∑ a, f (sqLen η (X a))

/-- The embedded-atom energy: half the pair terms plus the embedding function of the density. -/
def energy (φ f F : ℝ → ℝ) (X : ι → Fin 3 → ℝ) (η : Strain) : ℝ :=
  (1 / 2) * ∑ a, φ (sqLen η (X a)) + F (density f X η)

/-- The rate of change of the host density along the strain `B`. -/
def densitySlope (f : ℝ → ℝ) (X : ι → Fin 3 → ℝ) (η B : Strain) : ℝ :=
  ∑ a, deriv f (sqLen η (X a)) * (2 * strainForm B (X a))

/-- The rate of change of the energy along the strain `B`. -/
def stress (φ f F : ℝ → ℝ) (X : ι → Fin 3 → ℝ) (η B : Strain) : ℝ :=
  ∑ a, deriv φ (sqLen η (X a)) * strainForm B (X a)
    + deriv F (density f X η) * densitySlope f X η B

/-- The second derivative of an energy at the strain `η`, along `B` and then along `A`. -/
def stiffness (E : Strain → ℝ) (η A B : Strain) : ℝ :=
  deriv (fun s : ℝ => deriv (fun t : ℝ => E (η + s • A + t • B)) 0) 0
```

`densitySlope` is $G_B=2\sum_a f'(s_a)Q_B(X_a)$, and `stress` is the first derivative of $E$ along $B$. Neither `stress` nor `stiffness` is divided by a volume.

## The functions are smooth where the bonds are

`RegularAt` asks for two continuous derivatives only near the squared lengths and the density that occur, so a potential may be singular at zero separation. The derivation uses this to differentiate twice:
$$\partial_BE=\sum_a\phi'(s_a)Q_B(X_a)+F'(\rho)G_B,$$
$$\partial_A\partial_BE=\sum_a\bigl(2\phi''(s_a)+4F'(\rho)f''(s_a)\bigr)Q_A(X_a)Q_B(X_a)+F''(\rho)G_AG_B.$$
If a neighbour sits at a kink, such as a crudely truncated cutoff, the second derivative may not exist. Lean's `deriv` returns zero wherever a derivative does not exist, so the value of `stiffness` need not then be physical.

```lean
/-- The pair, density and embedding functions are twice continuously differentiable near the
values they take at the strain `η`. -/
def RegularAt (φ f F : ℝ → ℝ) (X : ι → Fin 3 → ℝ) (η : Strain) : Prop :=
  (∀ a, ContDiffAt ℝ 2 φ (sqLen η (X a)) ∧ ContDiffAt ℝ 2 f (sqLen η (X a))) ∧
    ContDiffAt ℝ 2 F (density f X η)

/-- A function that is twice continuously differentiable at a point is differentiable nearby,
and its derivative is differentiable at the point. -/
theorem regular {g : ℝ → ℝ} {x : ℝ} (h : ContDiffAt ℝ 2 g x) :
    (∀ᶠ y in 𝓝 x, DifferentiableAt ℝ g y) ∧
      HasDerivAt (deriv g) (deriv (deriv g) x) x := by
  constructor
  · exact (h.eventually (by simp)).mono fun y hy => hy.differentiableAt (by norm_num)
  · have h1 : ContDiffAt ℝ 1 (fderiv ℝ g) x := h.fderiv_right one_add_one_eq_two.le
    have h2 : DifferentiableAt ℝ (fun y => fderiv ℝ g y 1) x :=
      (h1.differentiableAt (by norm_num)).clm_apply (differentiableAt_const 1)
    exact DifferentiableAt.hasDerivAt h2

/-- The unit strain along `i` and `j` has the quadratic form `x i * x j`. -/
theorem strainForm_unitStrain (i j : Fin 3) (x : Fin 3 → ℝ) :
    strainForm (unitStrain i j) x = x i * x j := by
  fin_cases i <;> fin_cases j <;>
    simp [strainForm, unitStrain, Fin.sum_univ_three] <;> ring

/-- The derivative of a function of the squared bond length along the strain `B`. -/
theorem hasDerivAt_bond {g : ℝ → ℝ} {g' : ℝ} {η : Strain} (B : Strain) {x : Fin 3 → ℝ}
    (hg : HasDerivAt g g' (sqLen η x)) :
    HasDerivAt (fun t : ℝ => g (sqLen (η + t • B) x)) (g' * (2 * strainForm B x)) 0 := by
  -- the squared length is affine in the strain
  have e : (fun t : ℝ => sqLen (η + t • B) x)
      = fun t => sqLen η x + t * (2 * strainForm B x) := by
    funext t
    simp only [sqLen, strainForm, Fin.sum_univ_three, Matrix.add_apply, Matrix.smul_apply,
      smul_eq_mul]
    ring
  have hs : HasDerivAt (fun t : ℝ => sqLen (η + t • B) x) (2 * strainForm B x) 0 := by
    rw [e]
    exact (((hasDerivAt_id' (0 : ℝ)).mul_const (2 * strainForm B x)).const_add
      (sqLen η x)).congr_deriv (one_mul _)
  have hg' : HasDerivAt g g' ((fun t : ℝ => sqLen (η + t • B) x) 0) := by
    simpa only [zero_smul, add_zero] using hg
  exact hg'.comp (0 : ℝ) hs

/-- The derivative of a function of the host density along the strain `B`. -/
theorem hasDerivAt_density {f G : ℝ → ℝ} {G' : ℝ} {X : ι → Fin 3 → ℝ} {η : Strain}
    (B : Strain) (hf : ∀ a, DifferentiableAt ℝ f (sqLen η (X a)))
    (hG : HasDerivAt G G' (density f X η)) :
    HasDerivAt (fun t : ℝ => G (density f X (η + t • B))) (G' * densitySlope f X η B) 0 := by
  have hd : HasDerivAt (fun t : ℝ => density f X (η + t • B)) (densitySlope f X η B) 0 :=
    HasDerivAt.fun_sum fun a _ => hasDerivAt_bond B (hf a).hasDerivAt
  have hG' : HasDerivAt G G' ((fun t : ℝ => density f X (η + t • B)) 0) := by
    simpa only [zero_smul, add_zero] using hG
  exact hG'.comp (0 : ℝ) hd

/-- If the functions are differentiable at the values they take, the derivative of the embedded-atom
energy along the strain `B` is the stress. -/
theorem hasDerivAt_energy {φ f F : ℝ → ℝ} {X : ι → Fin 3 → ℝ} {η : Strain} (B : Strain)
    (hφ : ∀ a, DifferentiableAt ℝ φ (sqLen η (X a)))
    (hf : ∀ a, DifferentiableAt ℝ f (sqLen η (X a)))
    (hF : DifferentiableAt ℝ F (density f X η)) :
    HasDerivAt (fun t : ℝ => energy φ f F X (η + t • B)) (stress φ f F X η B) 0 := by
  have h1 : HasDerivAt (fun t : ℝ => ∑ a, φ (sqLen (η + t • B) (X a)))
      (∑ a, deriv φ (sqLen η (X a)) * (2 * strainForm B (X a))) 0 :=
    HasDerivAt.fun_sum fun a _ => hasDerivAt_bond B (hφ a).hasDerivAt
  refine ((h1.const_mul (1 / 2)).fun_add
    (hasDerivAt_density B hf hF.hasDerivAt)).congr_deriv ?_
  rw [stress, Finset.mul_sum]
  congr 1
  exact Finset.sum_congr rfl fun a _ => by ring

/-- The second strain derivative of the energy: a sum over bonds plus the curvature of the
embedding function times the two density slopes. -/
theorem hasDerivAt_deriv_energy {φ f F : ℝ → ℝ} {X : ι → Fin 3 → ℝ} {η : Strain}
    (h : RegularAt φ f F X η) (A B : Strain) :
    HasDerivAt (fun s : ℝ => deriv (fun t : ℝ => energy φ f F X (η + s • A + t • B)) 0)
      (∑ a, (2 * deriv (deriv φ) (sqLen η (X a))
          + 4 * deriv F (density f X η) * deriv (deriv f) (sqLen η (X a)))
          * (strainForm A (X a) * strainForm B (X a))
        + deriv (deriv F) (density f X η)
          * (densitySlope f X η A * densitySlope f X η B)) 0 := by
  have hf : ∀ a, DifferentiableAt ℝ f (sqLen η (X a)) :=
    fun a => (regular (h.1 a).2).1.self_of_nhds
  -- close to `η` the inner derivative is the stress
  have hc : ∀ a, Tendsto (fun s : ℝ => sqLen (η + s • A) (X a)) (𝓝 0)
      (𝓝 (sqLen η (X a))) := fun a => by
    simpa only [zero_smul, add_zero] using
      (hasDerivAt_bond A (hasDerivAt_id' (sqLen η (X a)))).continuousAt.tendsto
  have hd : Tendsto (fun s : ℝ => density f X (η + s • A)) (𝓝 0) (𝓝 (density f X η)) := by
    simpa only [zero_smul, add_zero] using
      (hasDerivAt_density A hf (hasDerivAt_id' (density f X η))).continuousAt.tendsto
  have hev : (fun s : ℝ => deriv (fun t : ℝ => energy φ f F X (η + s • A + t • B)) 0)
      =ᶠ[𝓝 0] fun s => stress φ f F X (η + s • A) B := by
    filter_upwards [eventually_all.2 fun a => (hc a).eventually (regular (h.1 a).1).1,
      eventually_all.2 fun a => (hc a).eventually (regular (h.1 a).2).1,
      hd.eventually (regular h.2).1] with s h1 h2 h3
    exact (hasDerivAt_energy B h1 h2 h3).deriv
  -- differentiate the stress term by term
  have h1 : HasDerivAt
      (fun s : ℝ => ∑ a, deriv φ (sqLen (η + s • A) (X a)) * strainForm B (X a))
      (∑ a, deriv (deriv φ) (sqLen η (X a)) * (2 * strainForm A (X a))
        * strainForm B (X a)) 0 :=
    HasDerivAt.fun_sum fun a _ => (hasDerivAt_bond A (regular (h.1 a).1).2).mul_const _
  have h2 := hasDerivAt_density A hf (regular h.2).2
  have h3 : HasDerivAt (fun s : ℝ => densitySlope f X (η + s • A) B)
      (∑ a, deriv (deriv f) (sqLen η (X a)) * (2 * strainForm A (X a))
        * (2 * strainForm B (X a))) 0 :=
    HasDerivAt.fun_sum fun a _ => (hasDerivAt_bond A (regular (h.1 a).2).2).mul_const _
  refine HasDerivAt.congr_of_eventuallyEq ?_ hev
  refine (h1.fun_add (h2.fun_mul h3)).congr_deriv ?_
  simp only [zero_smul, add_zero]
  have hsum : ∑ a, (2 * deriv (deriv φ) (sqLen η (X a))
          + 4 * deriv F (density f X η) * deriv (deriv f) (sqLen η (X a)))
          * (strainForm A (X a) * strainForm B (X a))
      = ∑ a, deriv (deriv φ) (sqLen η (X a)) * (2 * strainForm A (X a)) * strainForm B (X a)
        + deriv F (density f X η) * ∑ a, deriv (deriv f) (sqLen η (X a))
          * (2 * strainForm A (X a)) * (2 * strainForm B (X a)) := by
    rw [Finset.mul_sum, ← Finset.sum_add_distrib]
    exact Finset.sum_congr rfl fun a _ => by ring
  rw [hsum]
  ring
```

`regular` extracts differentiability nearby and a second derivative at the point. The three lemmas `hasDerivAt_bond`, `hasDerivAt_density` and `hasDerivAt_energy` are the chain rule for a bond, the density and the energy. In `hasDerivAt_deriv_energy`, `hev` identifies the inner derivative with `stress` for all small strains, which permits the second differentiation. The product rule and a rearrangement of sums then give the second formula.

## The density response is balanced between two axes

The condition $S_{ij}=0$ (`hxy`) says that shear does not change the density to first order. The condition $S_{ii}=S_{jj}$ (`hxx`) says that stretches along the two axes change it equally to first order.

Before either is used, the bond sums cancel, because $(x_i^2)(x_j^2)=(x_ix_j)^2$. What remains is
$$E_{ii,jj}-E_{ij,ij}=F''(\rho)\,(G_{ii}G_{jj}-G_{ij}^2),\qquad G_{ij}=2S_{ij}.$$
The first condition removes $G_{ij}^2$, and the second turns $G_{ii}G_{jj}$ into $(2S_{ii})^2$. Without them, the difference is $4F''(\rho)(S_{ii}S_{jj}-S_{ij}^2)$. If all $f'(s_a)$ have the same sign, as for a density that decays steadily with distance, the Cauchy–Schwarz inequality makes the bracket nonnegative. If their signs are mixed, the bracket can be negative, and the difference then has the sign opposite to that of $F''$.

```lean
/-- If the functions are regular at `η`, exchanging the two middle Cartesian indices changes a
stiffness only through the curvature of the embedding function. -/
theorem cauchy_discrepancy {φ f F : ℝ → ℝ} {X : ι → Fin 3 → ℝ} {η : Strain}
    (h : RegularAt φ f F X η) (i j k l : Fin 3) :
    stiffness (energy φ f F X) η (unitStrain i j) (unitStrain k l)
      - stiffness (energy φ f F X) η (unitStrain i k) (unitStrain j l)
    = deriv (deriv F) (density f X η)
      * (densitySlope f X η (unitStrain i j) * densitySlope f X η (unitStrain k l)
        - densitySlope f X η (unitStrain i k) * densitySlope f X η (unitStrain j l)) := by
  rw [stiffness, stiffness, (hasDerivAt_deriv_energy h _ _).deriv,
    (hasDerivAt_deriv_energy h _ _).deriv]
  simp only [strainForm_unitStrain]
  -- the bond sums agree, since the product of four components is symmetric
  have hs : ∀ a, X a i * X a j * (X a k * X a l) = X a i * X a k * (X a j * X a l) :=
    fun a => by ring
  simp only [hs]
  ring

/-- If the functions are regular at `η`, and the bond components `x`, `y` along the axes `i`, `j`
satisfy `∑ f' x y = 0` and `∑ f' x² = ∑ f' y²`, the transverse stiffness minus the shear stiffness
is `F'' (2 ∑ f' x²)²`. -/
theorem transverse_sub_shear {φ f F : ℝ → ℝ} {X : ι → Fin 3 → ℝ} {η : Strain}
    (h : RegularAt φ f F X η) {i j : Fin 3}
    (hxy : ∑ a, deriv f (sqLen η (X a)) * (X a i * X a j) = 0)
    (hxx : ∑ a, deriv f (sqLen η (X a)) * X a i ^ 2
      = ∑ a, deriv f (sqLen η (X a)) * X a j ^ 2) :
    stiffness (energy φ f F X) η (unitStrain i i) (unitStrain j j)
      - stiffness (energy φ f F X) η (unitStrain i j) (unitStrain i j)
    = deriv (deriv F) (density f X η)
      * (2 * ∑ a, deriv f (sqLen η (X a)) * X a i ^ 2) ^ 2 := by
  have hG : ∀ k l, densitySlope f X η (unitStrain k l)
      = 2 * ∑ a, deriv f (sqLen η (X a)) * (X a k * X a l) := fun k l => by
    rw [densitySlope, Finset.mul_sum]
    exact Finset.sum_congr rfl fun a _ => by rw [strainForm_unitStrain]; ring
  rw [cauchy_discrepancy h i i j j, hG, hG, hG, hxy]
  simp only [← pow_two]
  rw [← hxx]
  ring
```

`cauchy_discrepancy` proves the cancellation for any four indices. `transverse_sub_shear` rewrites the slopes as $2S$ and inserts `hxy` and `hxx`. It holds at any strain where the hypotheses hold, with $X_a$ still the reference vectors; zero strain is the case $\eta=0$.

## A square-root band energy with positive density

In the second-moment model $F(\rho)=-A\sqrt\rho$, where $\rho$ stands for the sum of squared hopping integrals and $A$, now a number and not a strain, sets the strength of band cohesion. For $\rho>0$,
$$F'=-\frac{A}{2\sqrt\rho},\qquad F''=\frac{A}{4\rho^{3/2}}.$$
If both balance conditions hold, $A>0$ and $S_{ii}\ne0$, the shear stiffness is strictly smaller than the transverse one.

```lean
/-- For the second-moment embedding function `-A √ρ` with `A > 0`, at positive density and with `φ`
and `f` twice continuously differentiable near the squared bond lengths, if `∑ f' x y = 0` and `∑ f'
x² = ∑ f' y² ≠ 0`, the shear stiffness is smaller than the transverse stiffness. -/
theorem secondMoment_shear_lt_transverse {φ f : ℝ → ℝ} {X : ι → Fin 3 → ℝ} {η : Strain}
    {A : ℝ} (hA : 0 < A) (hρ : 0 < density f X η)
    (h : ∀ a, ContDiffAt ℝ 2 φ (sqLen η (X a)) ∧ ContDiffAt ℝ 2 f (sqLen η (X a)))
    {i j : Fin 3} (hxy : ∑ a, deriv f (sqLen η (X a)) * (X a i * X a j) = 0)
    (hxx : ∑ a, deriv f (sqLen η (X a)) * X a i ^ 2
      = ∑ a, deriv f (sqLen η (X a)) * X a j ^ 2)
    (hne : ∑ a, deriv f (sqLen η (X a)) * X a i ^ 2 ≠ 0) :
    stiffness (energy φ f (fun ρ => -A * √ρ) X) η (unitStrain i j) (unitStrain i j)
      < stiffness (energy φ f (fun ρ => -A * √ρ) X) η (unitStrain i i) (unitStrain j j) := by
  have hreg : RegularAt φ f (fun ρ => -A * √ρ) X η :=
    ⟨h, contDiffAt_const.mul (Real.contDiffAt_sqrt hρ.ne')⟩
  have hdiff := transverse_sub_shear hreg hxy hxx
  have hr : 0 < √(density f X η) := Real.sqrt_pos.2 hρ
  -- the curvature of the embedding function is `A / (4 ρ^(3/2))`
  have hev : deriv (fun ρ : ℝ => -A * √ρ) =ᶠ[𝓝 (density f X η)]
      fun ρ => -A / (2 * √ρ) := by
    filter_upwards [lt_mem_nhds hρ] with ρ hp
    rw [((Real.hasDerivAt_sqrt (ne_of_gt hp)).const_mul (-A)).deriv]
    ring
  have hcurv : deriv (deriv (fun ρ : ℝ => -A * √ρ)) (density f X η)
      = A / (4 * √(density f X η) ^ 3) := by
    rw [hev.deriv_eq, ((hasDerivAt_const (density f X η) (-A)).fun_div
      ((Real.hasDerivAt_sqrt hρ.ne').const_mul 2) (by positivity)).deriv]
    field_simp
    ring
  rw [hcurv] at hdiff
  have hpos : 0 < A / (4 * √(density f X η) ^ 3)
      * (2 * ∑ a, deriv f (sqLen η (X a)) * X a i ^ 2) ^ 2 := by positivity
  linarith
```

The proof computes this curvature in `hcurv`, and `positivity` combines it with the nonzero square. At $\rho=0$ the square root is not differentiable. With the other hypotheses kept, $A<0$ reverses the inequality, and $A=0$ or $S_{ii}=0$ gives equality.

## Six neighbours on the axes satisfy the balance

Let $a$ now denote a coordinate and not the label of a neighbour. For neighbours at $\pm a$ along each axis, every squared length at zero strain is $a^2$. Mixed products vanish, and two neighbours contribute to each diagonal sum, so $S_{ii}=2a^2f'(a^2)$ for every axis.

```lean
/-- The six neighbours at distance `|a|` along the positive and negative Cartesian axes. -/
def octahedron (a : ℝ) (c : Fin 3 × Bool) (k : Fin 3) : ℝ :=
  if k = c.1 then (if c.2 then a else -a) else 0

/-- For the octahedral shell at zero strain the sums `∑ f' x_i x_j` vanish for `i ≠ j` and have
the common value `2 a² f'(a²)` for `i = j`. -/
theorem octahedron_witness (f : ℝ → ℝ) (a : ℝ) (i j : Fin 3) :
    ∑ c, deriv f (sqLen 0 (octahedron a c)) * (octahedron a c i * octahedron a c j)
      = if i = j then 2 * a ^ 2 * deriv f (a ^ 2) else 0 := by
  have h : ∀ c, sqLen 0 (octahedron a c) = a ^ 2 := by
    rintro ⟨k, b⟩
    fin_cases k <;> cases b <;> simp [sqLen, strainForm, octahedron]
  simp only [h, Fintype.sum_prod_type, Fin.sum_univ_three, Fintype.sum_bool]
  fin_cases i <;> fin_cases j <;> simp [octahedron] <;> ring

end

end EmbeddedAtomCauchy
```

`octahedron_witness` checks the sums case by case. This shell meets both balance conditions for any two different axes; $S_{ii}\ne0$ also needs $a\ne0$ and $f'(a^2)\ne0$.

```lean
#print axioms EmbeddedAtomCauchy.secondMoment_shear_lt_transverse
-- 'EmbeddedAtomCauchy.secondMoment_shear_lt_transverse' depends on axioms: [propext, Classical.choice, Quot.sound]
```
